# Classical particles that move forever without colliding under inverse-square pair potentials have nonnegative energy

When classical particles interact through potentials c/r², an attracting pair can collide in finite time, so a statement about all later times must fix what counts as a motion. Here a motion has distinct positions at every t ≥ 0 and obeys Newton's law throughout. That such a motion exists is assumed, not derived from the initial data.

## The particles and their forces

Finitely many particles have masses mᵢ > 0, positions xᵢ and velocities vᵢ. Write rᵢⱼ = xᵢ − xⱼ. The couplings cᵢⱼ = cⱼᵢ may have either sign: positive ones repel, negative ones attract. The potential energy and the forces are

U = ½ Σᵢ Σ_{j≠i} cᵢⱼ/‖rᵢⱼ‖²

Fᵢ = Σ_{j≠i} 2cᵢⱼ rᵢⱼ/‖rᵢⱼ‖⁴

With K = Σᵢ ½mᵢ‖vᵢ‖², the total energy is E = K + U. Two further quantities are

I = Σᵢ mᵢ‖xᵢ‖²,  D = Σᵢ mᵢ xᵢ·vᵢ

I is taken about the origin, not about an axis, and carries no factor ½.

## The result in words

For every such motion and every t ≥ 0,

I(t) = I(0) + 2D(0)t + 2Et²

and E ≥ 0. These are `inertia_eq` and `energy_nonneg`, with E evaluated at time 0.

In the file, `ι` labels the particles and `V` is the space of positions, not the potential energy, which is `interactionEnergy`. `V` may be any real inner product space, so ℝᵈ is included. `IsMotion` collects the distinct positions, the velocities as derivatives of positions, and Newton's law as the rate of change of momentum. `Ici 0` is the half-line t ≥ 0, which makes the derivatives at t = 0 one-sided.

Applying the result to a real system takes one further step: its pair potentials must be purely inverse-square, so that the forces fall off as 1/r³, at all distances reached, with no trap, walls, periodic boundaries or thermostat.

## From pair forces to a quadratic in time

For any vectors wᵢ, exchanging the labels i and j in half of the double sum gives

Σᵢ Fᵢ·wᵢ = Σᵢ Σ_{j≠i} cᵢⱼ rᵢⱼ·(wᵢ − wⱼ)/‖rᵢⱼ‖⁴

Setting wᵢ = xᵢ turns the right side into Σᵢ Σ_{j≠i} cᵢⱼ/‖rᵢⱼ‖², so

Σᵢ Fᵢ·xᵢ = 2U

Setting wᵢ = vᵢ and differentiating U gives

dU/dt = −Σᵢ Σ_{j≠i} cᵢⱼ rᵢⱼ·(vᵢ − vⱼ)/‖rᵢⱼ‖⁴ = −Σᵢ Fᵢ·vᵢ

Since dK/dt = Σᵢ Fᵢ·vᵢ, E is constant. Next,

dD/dt = Σᵢ mᵢ‖vᵢ‖² + Σᵢ Fᵢ·xᵢ = 2K + 2U = 2E

Hence D(t) = D(0) + 2Et. Because dI/dt = 2D, a second integration gives the formula for I(t). If E were negative, the quadratic would become negative at late times, while I is a sum of nonnegative terms.

## Two particles released from rest

In molecular dynamics of isolated classical particles with these potentials alone, the formula gives I at any time t ≥ 0 of a collision-free motion directly from the initial data. Dividing I by the total mass gives the mass-weighted mean square distance from the origin.

Take two unit masses at rest at ±1 on a line, with c = 1. Then U = 1/4, D(0) = 0 and I(0) = 2, so

I(t) = 2 + t²/2

By symmetry the particles sit at ±√(1 + t²/4). With c = −1 the energy is −1/4, so by `energy_nonneg` no collision-free motion for all t ≥ 0 starts this way. The theorems don't cover the motion up to the collision, but the same calculation holds until then and gives the positions ±√(1 − t²/4), which meet at t = 2.

## The complete file

In Lean 4 with Mathlib:

```lean
import Mathlib

open Finset hiding Ici
open Set (Ici)

namespace InverseSquarePotential

noncomputable section

variable {ι V : Type*} [Fintype ι] [DecidableEq ι]
  [NormedAddCommGroup V] [InnerProductSpace ℝ V]

/-- Potential energy of the pair potentials `c i j / r ^ 2`, for distinct positions `q`;
the factor one half compensates for counting each pair twice. -/
def interactionEnergy (c : ι → ι → ℝ) (q : ι → V) : ℝ :=
  (1 / 2) * ∑ i, ∑ j ∈ univ.erase i, c i j / ‖q i - q j‖ ^ 2

/-- Force on particle `i` from all the others, for distinct positions `q`. -/
def force (c : ι → ι → ℝ) (q : ι → V) (i : ι) : V :=
  ∑ j ∈ univ.erase i, (2 * c i j / ‖q i - q j‖ ^ 4) • (q i - q j)

/-- Kinetic plus potential energy at distinct positions `q` and velocities `u`. -/
def totalEnergy (m : ι → ℝ) (c : ι → ι → ℝ) (q u : ι → V) : ℝ :=
  ∑ i, m i / 2 * ‖u i‖ ^ 2 + interactionEnergy c q

/-- The moment of inertia about the origin. -/
def inertia (m : ι → ℝ) (q : ι → V) : ℝ := ∑ i, m i * ‖q i‖ ^ 2

/-- The sum over particles of position times momentum. -/
def dilation (m : ι → ℝ) (q u : ι → V) : ℝ := ∑ i, m i * inner ℝ (q i) (u i)

/-- A collision-free motion on all times `t ≥ 0` obeying Newton's law; derivatives at
`t = 0` are one-sided. -/
structure IsMotion (m : ι → ℝ) (c : ι → ι → ℝ) (x v : ℝ → ι → V) : Prop where
  distinct : ∀ t, 0 ≤ t → Function.Injective (x t)
  velocity : ∀ t, 0 ≤ t → ∀ i, HasDerivWithinAt (fun s => x s i) (v t i) (Ici 0) t
  newton : ∀ t, 0 ≤ t → ∀ i,
    HasDerivWithinAt (fun s => m i • v s i) (force c (x t) i) (Ici 0) t

variable {m : ι → ℝ} {c : ι → ι → ℝ} {x v : ℝ → ι → V} {t : ℝ}

/-- A quantity whose rate of change vanishes at all times `t ≥ 0` keeps its initial value. -/
theorem eq_initial {f : ℝ → ℝ} (hf : ∀ t, 0 ≤ t → HasDerivWithinAt f 0 (Ici 0) t)
    (ht : 0 ≤ t) : f t = f 0 :=
  constant_of_has_deriv_right_zero
    (fun s hs => (hf s hs.1).continuousWithinAt.mono fun _ h => h.1)
    (fun s hs => (hf s hs.1).mono (Set.Ici_subset_Ici.2 hs.1)) t ⟨ht, le_rfl⟩

/-- For symmetric couplings, the power of the forces depends only on relative positions
and relative velocities. -/
theorem sum_inner_force (hc : ∀ i j, c i j = c j i) (q w : ι → V) :
    ∑ i, inner ℝ (force c q i) (w i) = ∑ i, ∑ j ∈ univ.erase i,
      c i j * inner ℝ (q i - q j) (w i - w j) / ‖q i - q j‖ ^ 4 := by
  obtain ⟨g, hg⟩ : ∃ g : ι → ι → ℝ, ∀ i j,
      g i j = c i j / ‖q i - q j‖ ^ 4 * inner ℝ (q i - q j) (w i) := ⟨_, fun _ _ => rfl⟩
  have hL : ∀ i, inner ℝ (force c q i) (w i) = ∑ j, 2 * g i j := fun i => by
    rw [force, sum_erase _ (by simp), sum_inner]
    exact sum_congr rfl fun j _ => by rw [real_inner_smul_left, hg]; ring
  have hR : ∀ i, ∑ j ∈ univ.erase i, c i j * inner ℝ (q i - q j) (w i - w j) /
      ‖q i - q j‖ ^ 4 = ∑ j, (g i j + g j i) := fun i => by
    rw [sum_erase _ (by simp)]
    refine sum_congr rfl fun j _ => ?_
    rw [hg i j, hg j i, hc j i, norm_sub_rev (q j) (q i), ← neg_sub (q i) (q j),
      inner_neg_left, inner_sub_right]
    ring
  -- exchange the two particles of each pair: action equals reaction
  have swap : ∑ i, ∑ j, g j i = ∑ i, ∑ j, g i j := sum_comm
  simp only [hL, hR, sum_add_distrib, ← mul_sum]
  linarith

/-- For symmetric couplings and distinct positions, the virial of the forces is twice
the potential energy. -/
theorem virial (hc : ∀ i j, c i j = c j i) {q : ι → V} (hq : Function.Injective q) :
    ∑ i, inner ℝ (force c q i) (q i) = 2 * interactionEnergy c q := by
  rw [sum_inner_force hc, interactionEnergy, ← mul_assoc, mul_one_div_cancel two_ne_zero,
    one_mul]
  refine sum_congr rfl fun i _ => sum_congr rfl fun j hj => ?_
  have hr : ‖q i - q j‖ ≠ 0 :=
    norm_ne_zero_iff.2 (sub_ne_zero.2 (hq.ne (ne_of_mem_erase hj).symm))
  rw [real_inner_self_eq_norm_sq, div_eq_div_iff (pow_ne_zero _ hr) (pow_ne_zero _ hr)]
  ring

/-- For symmetric couplings, along any differentiable path through distinct positions the potential
energy changes at minus the power of the forces. -/
theorem hasDerivWithinAt_interactionEnergy (hc : ∀ i j, c i j = c j i)
    {w : ι → V} {S : Set ℝ} (hq : Function.Injective (x t))
    (hx : ∀ i, HasDerivWithinAt (fun s => x s i) (w i) S t) :
    HasDerivWithinAt (fun s => interactionEnergy c (x s))
      (-∑ i, inner ℝ (force c (x t) i) (w i)) S t := by
  have pair : ∀ i, ∀ j ∈ univ.erase i,
      HasDerivWithinAt (fun s => c i j / ‖x s i - x s j‖ ^ 2)
        (-2 * (c i j * inner ℝ (x t i - x t j) (w i - w j) / ‖x t i - x t j‖ ^ 4)) S t := by
    intro i j hj
    have hr : ‖x t i - x t j‖ ^ 2 ≠ 0 := pow_ne_zero _
      (norm_ne_zero_iff.2 (sub_ne_zero.2 (hq.ne (ne_of_mem_erase hj).symm)))
    have h : HasDerivWithinAt (fun s => c i j / ‖x s i - x s j‖ ^ 2)
        ((0 * ‖x t i - x t j‖ ^ 2 - c i j * (2 * inner ℝ (x t i - x t j) (w i - w j))) /
          (‖x t i - x t j‖ ^ 2) ^ 2) S t :=
      (hasDerivWithinAt_const t S (c i j)).fun_div ((hx i).fun_sub (hx j)).norm_sq hr
    exact h.congr_deriv (by ring)
  have h := (HasDerivWithinAt.fun_sum (u := univ) fun i _ =>
    HasDerivWithinAt.fun_sum (pair i)).const_mul (1 / 2 : ℝ)
  refine h.congr_deriv ?_
  rw [sum_inner_force hc]
  simp only [← mul_sum]
  ring

/-- For positive masses and symmetric couplings, the total energy of a collision-free motion keeps
its initial value at all times `t ≥ 0`. -/
theorem energy_conserved (hm : ∀ i, 0 < m i) (hc : ∀ i j, c i j = c j i)
    (h : IsMotion m c x v) (ht : 0 ≤ t) :
    totalEnergy m c (x t) (v t) = totalEnergy m c (x 0) (v 0) := by
  refine eq_initial (f := fun s => totalEnergy m c (x s) (v s)) (fun s hs => ?_) ht
  have kin : ∀ i ∈ univ, HasDerivWithinAt (fun r => m i / 2 * ‖v r i‖ ^ 2)
      (inner ℝ (force c (x s) i) (v s i)) (Ici 0) s := by
    intro i _
    have hi := (hm i).ne'
    have hv : HasDerivWithinAt (fun r => v r i) ((m i)⁻¹ • force c (x s) i) (Ici 0) s := by
      convert (h.newton s hs i).const_smul (m i)⁻¹ using 1
      funext r
      exact (inv_smul_smul₀ hi _).symm
    refine (hv.norm_sq.const_mul (m i / 2)).congr_deriv ?_
    rw [real_inner_smul_right, real_inner_comm]
    field_simp
  exact ((HasDerivWithinAt.fun_sum kin).fun_add (hasDerivWithinAt_interactionEnergy hc
    (h.distinct s hs) (h.velocity s hs))).congr_deriv (add_neg_cancel _)

/-- Lagrange–Jacobi identity for inverse-square potentials: for symmetric couplings, along a
collision-free motion, the sum of position times momentum grows at twice the total energy. -/
theorem lagrange_jacobi (hc : ∀ i j, c i j = c j i) (h : IsMotion m c x v) (ht : 0 ≤ t) :
    HasDerivWithinAt (fun s => dilation m (x s) (v s))
      (2 * totalEnergy m c (x t) (v t)) (Ici 0) t := by
  have term : ∀ i ∈ univ, HasDerivWithinAt (fun s => m i * inner ℝ (x s i) (v s i))
      (m i * ‖v t i‖ ^ 2 + inner ℝ (force c (x t) i) (x t i)) (Ici 0) t := by
    intro i _
    have k := (h.velocity t ht i).inner ℝ (h.newton t ht i)
    simp only [real_inner_smul_right, real_inner_self_eq_norm_sq] at k
    exact k.congr_deriv (by rw [real_inner_comm]; ring)
  refine (HasDerivWithinAt.fun_sum term).congr_deriv ?_
  rw [sum_add_distrib, virial hc (h.distinct t ht), totalEnergy, mul_add, mul_sum]
  congr 1
  exact sum_congr rfl fun i _ => by ring

/-- For positive masses and symmetric inverse-square couplings, the moment of inertia of a
collision-free motion is a polynomial in time, with twice the energy multiplying `t ^ 2`. -/
theorem inertia_eq (hm : ∀ i, 0 < m i) (hc : ∀ i j, c i j = c j i)
    (h : IsMotion m c x v) (ht : 0 ≤ t) :
    inertia m (x t) = inertia m (x 0) + 2 * dilation m (x 0) (v 0) * t +
      2 * totalEnergy m c (x 0) (v 0) * t ^ 2 := by
  set E := totalEnergy m c (x 0) (v 0)
  set D := dilation m (x 0) (v 0)
  -- first integration
  have first : ∀ s, 0 ≤ s → dilation m (x s) (v s) = D + 2 * E * s := by
    intro s hs
    have k := eq_initial (f := fun r => dilation m (x r) (v r) - 2 * E * r) (fun r hr =>
      ((lagrange_jacobi hc h hr).fun_sub
        ((hasDerivWithinAt_id r (Ici 0)).const_mul (2 * E))).congr_deriv
          (by rw [energy_conserved hm hc h hr]; ring)) hs
    simp only [mul_zero, sub_zero] at k
    linarith
  -- second integration
  have k := eq_initial (f := fun r => inertia m (x r) - (2 * D * r + 2 * E * r ^ 2))
    (fun r hr => by
      have a : HasDerivWithinAt (fun s => inertia m (x s))
          (2 * dilation m (x r) (v r)) (Ici 0) r := by
        refine (HasDerivWithinAt.fun_sum (u := univ) fun i _ =>
          (h.velocity r hr i).norm_sq.const_mul (m i)).congr_deriv ?_
        rw [dilation, mul_sum]
        exact sum_congr rfl fun i _ => by ring
      have b : HasDerivWithinAt (fun s : ℝ => 2 * D * s + 2 * E * s ^ 2)
          (2 * D * 1 + 2 * E * (2 * r)) (Ici 0) r :=
        ((hasDerivWithinAt_id r (Ici 0)).const_mul (2 * D)).fun_add
          ((by simpa using (hasDerivAt_pow 2 r).hasDerivWithinAt :
            HasDerivWithinAt (fun s : ℝ => s ^ 2) (2 * r) (Ici 0) r).const_mul (2 * E))
      exact (a.fun_sub b).congr_deriv (by rw [first r hr]; ring)) ht
  norm_num at k
  linarith

/-- For positive masses and symmetric inverse-square couplings, a motion without collisions
at all times `t ≥ 0` has nonnegative total energy. -/
theorem energy_nonneg (hm : ∀ i, 0 < m i) (hc : ∀ i j, c i j = c j i)
    (h : IsMotion m c x v) : 0 ≤ totalEnergy m c (x 0) (v 0) := by
  by_contra! hE
  have pos : ∀ t, 0 ≤ inertia m (x t) := fun t =>
    sum_nonneg fun i _ => mul_nonneg (hm i).le (sq_nonneg _)
  have key := fun t (ht : 0 ≤ t) => (pos t).trans_eq (inertia_eq hm hc h ht)
  have hA := pos 0
  generalize totalEnergy m c (x 0) (v 0) = E at hE key
  generalize inertia m (x 0) = A at hA key
  generalize dilation m (x 0) (v 0) = D at key
  -- at this late time the polynomial would be negative
  obtain ⟨t, ht1, ht⟩ : ∃ t : ℝ, 1 ≤ t ∧ E * t = E - (A + 2 * |D|) := by
    refine ⟨1 + (A + 2 * |D|) / (-E), ?_, ?_⟩
    · have : 0 ≤ (A + 2 * |D|) / (-E) := div_nonneg (by positivity) (by linarith)
      linarith
    · have := hE.ne
      field_simp
      ring
  have k := key t (by linarith)
  have e : E * t ^ 2 = (E - (A + 2 * |D|)) * t := by rw [← ht]; ring
  have a : 0 ≤ A * (t - 1) := mul_nonneg hA (by linarith)
  have d : D * t ≤ |D| * t := mul_le_mul_of_nonneg_right (le_abs_self D) (by linarith)
  have n : E * t < 0 := mul_neg_of_neg_of_pos hE (by linarith)
  have p : 0 ≤ |D| * t := mul_nonneg (abs_nonneg D) (by linarith)
  nlinarith

end

end InverseSquarePotential
```

```lean
#print axioms InverseSquarePotential.energy_nonneg
```

```
'InverseSquarePotential.energy_nonneg' depends on axioms: [propext, Classical.choice, Quot.sound]
```

## How the lemmas carry the argument

`sum_inner_force` is the label exchange. It first adds the terms j = i, which vanish because they contain xᵢ − xᵢ, and then swaps the two sums with `sum_comm`. `virial` is the case wᵢ = xᵢ; distinct positions allow the cancellation of ‖rᵢⱼ‖².

`hasDerivWithinAt_interactionEnergy` differentiates each pair term by the quotient rule. It holds along any differentiable path through distinct positions, which ties the separately defined force to the potential. `energy_conserved` adds the kinetic part, dividing Newton's law by mᵢ, and `lagrange_jacobi` is dD/dt = 2E.

Both integrations in `inertia_eq` subtract the expected polynomial and apply `eq_initial`: a function with zero derivative on the half-line keeps its initial value.

`energy_nonneg` supposes E < 0 and, with A = I(0) and D now standing for D(0), picks the explicit time

t = 1 + (A + 2|D|)/(−E)

There Et² = (E − A − 2|D|)t, so the quadratic is at most 2Et < 0, and `nlinarith` closes the contradiction.
